# An avoided crossing of two linear bands leaves a band gap when their slopes have opposite signs, and none when the signs agree

When a band-structure calculation shows that two crossing bands repel each other once a symmetry is broken, the next step is to decide whether the system now has a gap. The smallest vertical separation does not settle this. One has to compare the top of the lower band with the bottom of the upper band, and these may lie at different wave numbers.

For two bands of non-interacting electrons in one dimension, linear in the wave number and coupled by a constant, both comparisons have closed answers. The smallest vertical separation depends only on the coupling, while the existence of a gap between the bands at nonzero coupling depends on the signs of the slopes.

```lean
import Mathlib

open Matrix

namespace TiltedBandCrossing

noncomputable section
```

## Two bands and their coupling

Let $k$ be the wave number measured from the crossing, and put the crossing at zero energy. The uncoupled bands are $ak$ and $bk$, so $a$ and $b$ are slopes (here $a$ is not a lattice constant). The number $d$ is the matrix element of the symmetry-breaking perturbation between the two band states. As long as the symmetry is intact and the two states belong to different irreducible representations of it, there is no coupling and $d=0$. Here $d$ is taken to be real and independent of $k$:

$$H(k)=\begin{pmatrix} ak & d\\ d & bk\end{pmatrix}.$$

```lean
/-- The Hamiltonian of two linear bands with slopes `a` and `b`, coupled by a constant `d`. -/
def hamiltonian (a b d k : ℝ) : Matrix (Fin 2) (Fin 2) ℝ :=
  !![a * k, d; d, b * k]
```

The distance between the two levels at $k$ is

$$S(k)=\sqrt{(a-b)^2k^2+4d^2}.$$

```lean
/-- The square root that separates the two bands at wave number `k`. -/
def splitting (a b d k : ℝ) : ℝ := √((a - b) ^ 2 * k ^ 2 + 4 * d ^ 2)
```

The bands lie half of this distance above and below the mean energy $(a+b)k/2$. The upper one is $E_+(k)=\tfrac12[(a+b)k+S(k)]$.

```lean
/-- The upper band: mean energy plus half the splitting. -/
def upperBand (a b d k : ℝ) : ℝ := ((a + b) * k + splitting a b d k) / 2
```

The lower one is $E_-(k)=\tfrac12[(a+b)k-S(k)]$.

```lean
/-- The lower band: mean energy minus half the splitting. -/
def lowerBand (a b d k : ℝ) : ℝ := ((a + b) * k - splitting a b d k) / 2
```

A direct gap is a value of $E_+(k)-E_-(k)$, with one wave number for both bands.

```lean
/-- The energies of vertical transitions, which keep the wave number. -/
abbrev directGaps (a b d : ℝ) : Set ℝ :=
  Set.range (fun k : ℝ => upperBand a b d k - lowerBand a b d k)
```

An indirect gap is here a value of $E_+(k)-E_-(k')$ with independent $k$ and $k'$, which may also coincide. In Lean the two wave numbers form a pair `p`, with components `p.1` and `p.2`.

```lean
/-- The energies of transitions from any point of the lower band to any point of the upper. -/
abbrev indirectGaps (a b d : ℝ) : Set ℝ :=
  Set.range (fun p : ℝ × ℝ => upperBand a b d p.1 - lowerBand a b d p.2)
```

## The bands are the eigenvalues

The secular determinant is

$$(ak-E)(bk-E)-d^2=\left(E-\tfrac{(a+b)k}{2}\right)^2-\tfrac14S(k)^2=(E-E_-)(E-E_+),$$

because $(a+b)^2k^2-S^2=4abk^2-4d^2$. So $E$ is an eigenvalue exactly when it equals $E_-(k)$ or $E_+(k)$.

The theorem says this with a nonzero real vector `v` satisfying $Hv=Ev$. Its proof moves $Ev$ to the left, uses the fact that a matrix has a nonzero null vector exactly when its determinant vanishes, and factorises the determinant in `hdet`.

```lean
/-- A number `E` is an eigenvalue of the Hamiltonian at `k` exactly when it lies on one of
the two bands there. -/
theorem eigenvalue_iff (a b d k E : ℝ) :
    (∃ v : Fin 2 → ℝ, v ≠ 0 ∧ hamiltonian a b d k *ᵥ v = E • v) ↔
      E = lowerBand a b d k ∨ E = upperBand a b d k := by
  have hs : splitting a b d k ^ 2 = (a - b) ^ 2 * k ^ 2 + 4 * d ^ 2 :=
    Real.sq_sqrt (by positivity)
  have hM : hamiltonian a b d k - E • (1 : Matrix (Fin 2) (Fin 2) ℝ) =
      !![a * k - E, d; d, b * k - E] := by
    ext i j
    fin_cases i <;> fin_cases j <;> simp [hamiltonian]
  -- the secular determinant factorises over the two bands
  have hdet : (hamiltonian a b d k - E • (1 : Matrix (Fin 2) (Fin 2) ℝ)).det =
      (E - lowerBand a b d k) * (E - upperBand a b d k) := by
    rw [hM, Matrix.det_fin_two_of]
    unfold lowerBand upperBand
    linear_combination (1 / 4) * hs
  calc (∃ v : Fin 2 → ℝ, v ≠ 0 ∧ hamiltonian a b d k *ᵥ v = E • v)
      ↔ ∃ v : Fin 2 → ℝ, v ≠ 0 ∧
          (hamiltonian a b d k - E • (1 : Matrix (Fin 2) (Fin 2) ℝ)) *ᵥ v = 0 := by
        simp only [Matrix.sub_mulVec, Matrix.smul_mulVec, Matrix.one_mulVec, sub_eq_zero]
    _ ↔ (hamiltonian a b d k - E • (1 : Matrix (Fin 2) (Fin 2) ℝ)).det = 0 :=
        Matrix.exists_mulVec_eq_zero_iff
    _ ↔ _ := by rw [hdet, mul_eq_zero, sub_eq_zero, sub_eq_zero]
```

Since $S(-k)=S(k)$, reversing both energy and wave number exchanges the bands: $E_-(k)=-E_+(-k)$. Every result for the upper band therefore carries over to the lower one.

```lean
/-- The lower band is the upper band with energy and wave number both reversed. -/
theorem lowerBand_eq (a b d k : ℝ) : lowerBand a b d k = -upperBand a b d (-k) := by
  unfold lowerBand upperBand splitting
  rw [neg_sq]
  ring
```

## The smallest direct gap

The difference of the bands at one $k$ is $S(k)$. The term $(a-b)^2k^2$ is never negative, so $S(k)\ge 2|d|$, with equality at $k=0$. This holds for all slopes, equal ones included.

`IsLeast` states that the value belongs to the set and that no member is smaller, so the minimum is attained. The two bullets of the proof are these two parts.

```lean
/-- For all slopes, the smallest direct gap is `2|d|`. -/
theorem direct_gap (a b d : ℝ) : IsLeast (directGaps a b d) (2 * |d|) := by
  have hdiff : ∀ k, upperBand a b d k - lowerBand a b d k = splitting a b d k := by
    intro k
    unfold upperBand lowerBand
    ring
  constructor
  · refine ⟨0, ?_⟩
    have h0 : (a - b) ^ 2 * (0 : ℝ) ^ 2 + 4 * d ^ 2 = (2 * |d|) ^ 2 := by
      rw [mul_pow, sq_abs]
      ring
    change upperBand a b d 0 - lowerBand a b d 0 = 2 * |d|
    rw [hdiff]
    unfold splitting
    rw [h0, Real.sqrt_sq (by positivity)]
  · rintro _ ⟨k, rfl⟩
    change 2 * |d| ≤ upperBand a b d k - lowerBand a b d k
    rw [hdiff]
    unfold splitting
    refine (le_abs_self _).trans (Real.abs_le_sqrt ?_)
    rw [mul_pow, sq_abs]
    nlinarith [mul_nonneg (sq_nonneg (a - b)) (sq_nonneg k)]
```

## The bottom of the upper band for opposite slopes

Let $ab<0$, and write $p=\sqrt{-ab}$ and $q=|d|/|a-b|$; from here on $p$ is this number, not the pair of wave numbers. Then $(a-b)^2=(a+b)^2+4p^2$ and $d^2=q^2(a-b)^2$, so

$$S^2=(a+b)^2k^2+4p^2k^2+4q^2(a+b)^2+16p^2q^2.$$

The right-hand side is a sum of two squares:

$$S^2=\bigl(4pq-(a+b)k\bigr)^2+4\bigl(pk+q(a+b)\bigr)^2.$$

Dropping the second square gives $S\ge 4pq-(a+b)k$, and hence $E_+(k)\ge 2pq$. The second square vanishes at

$$k_0=-\frac{q(a+b)}{p}.$$

There the first bracket is $4pq+q(a+b)^2/p\ge0$, so it equals $S(k_0)$ and the bound is attained. The minimum of the upper band is $2pq=2|d|\sqrt{-ab}/|a-b|$.

Anyone who finds $k_0$ by differentiation can pick up a wrong root. For $d\neq0$ the condition $E_+'(k)=0$ reads $(a+b)S=-(a-b)^2k$, and squaring it admits $-k_0$ as well. That point is the maximum of the lower band; unless $a+b=0$, it is not stationary for the upper one.

In the proof, `generalize` replaces the root and the quotient by the letters `p` and `q`, `hid` is the sum of two squares, and the two bullets give the attained value and the bound.

```lean
/-- For slopes of opposite sign, the upper band has the minimum `2|d|√(-ab)/|a-b|`. -/
theorem upperBand_min {a b : ℝ} (d : ℝ) (hab : a * b < 0) :
    IsLeast (Set.range (upperBand a b d)) (2 * |d| * √(-(a * b)) / |a - b|) := by
  have hD : a - b ≠ 0 := by
    intro h
    rw [sub_eq_zero.mp h] at hab
    nlinarith [mul_self_nonneg b]
  have hp : 0 < √(-(a * b)) := Real.sqrt_pos.mpr (by linarith)
  have hp2 : √(-(a * b)) ^ 2 = -(a * b) := Real.sq_sqrt (by linarith)
  have hq : 0 ≤ |d| / |a - b| := by positivity
  have hq2 : (|d| / |a - b|) ^ 2 * (a - b) ^ 2 = d ^ 2 := by
    rw [div_pow, sq_abs, sq_abs]
    field_simp
  rw [show 2 * |d| * √(-(a * b)) / |a - b| = 2 * √(-(a * b)) * (|d| / |a - b|) by ring]
  generalize |d| / |a - b| = q at hq hq2 ⊢
  generalize √(-(a * b)) = p at hp hp2 ⊢
  -- completing the square exhibits the minimum
  have hid : ∀ k : ℝ, (a - b) ^ 2 * k ^ 2 + 4 * d ^ 2 =
      (4 * p * q - (a + b) * k) ^ 2 + 4 * (p * k + q * (a + b)) ^ 2 := by
    intro k
    linear_combination (-4) * hq2 - 4 * (k ^ 2 + 4 * q ^ 2) * hp2
  constructor
  · refine ⟨-(q * (a + b) / p), ?_⟩
    have hc : p * (q * (a + b) / p) = q * (a + b) := by field_simp
    have h0 : p * (-(q * (a + b) / p)) + q * (a + b) = 0 := by linear_combination -hc
    have hn : 0 ≤ 4 * p * q - (a + b) * (-(q * (a + b) / p)) := by
      rw [show 4 * p * q - (a + b) * (-(q * (a + b) / p)) =
        4 * p * q + q * (a + b) ^ 2 / p by ring]
      positivity
    unfold upperBand splitting
    rw [hid, h0, zero_pow two_ne_zero, mul_zero, add_zero, Real.sqrt_sq hn]
    ring
  · rintro _ ⟨k, rfl⟩
    have h : 4 * p * q - (a + b) * k ≤ splitting a b d k := by
      unfold splitting
      refine (le_abs_self _).trans (Real.abs_le_sqrt ?_)
      rw [hid k]
      nlinarith [sq_nonneg (p * k + q * (a + b))]
    unfold upperBand
    linarith
```

## The indirect gap for opposite slopes

By the reversal relation,

$$E_+(k)-E_-(k')=E_+(k)+E_+(-k')\ge 4pq,$$

with equality at $k=k_0$ and $k'=-k_0$. The smallest indirect gap is therefore

$$4pq=\frac{4|d|\sqrt{-ab}}{|a-b|},$$

which is positive when $d\ne0$. The theorem collects both minimal gaps and this positivity under the hypotheses $ab<0$ and $d\neq0$. The word "insulator" in its name presupposes a filled lower band and an empty upper one; the electron count is no part of the model.

In the proof, `hmin` is applied once at $k$ and once at $-k'$, and the two bounds are added.

```lean
/-- For slopes of opposite sign and nonzero coupling, the smallest direct gap is `2|d|`, and
the smallest indirect gap is `4|d|√(-ab)/|a-b|`, which is positive. -/
theorem insulator_gaps {a b d : ℝ} (hab : a * b < 0) (hd : d ≠ 0) :
    IsLeast (directGaps a b d) (2 * |d|) ∧
      IsLeast (indirectGaps a b d) (4 * |d| * √(-(a * b)) / |a - b|) ∧
      0 < 4 * |d| * √(-(a * b)) / |a - b| := by
  obtain ⟨⟨k₀, hk₀⟩, hmin⟩ := upperBand_min d hab
  have he : 4 * |d| * √(-(a * b)) / |a - b| =
      2 * (2 * |d| * √(-(a * b)) / |a - b|) := by ring
  refine ⟨direct_gap a b d, ⟨⟨(k₀, -k₀), ?_⟩, ?_⟩, ?_⟩
  · change upperBand a b d k₀ - lowerBand a b d (-k₀) = _
    rw [lowerBand_eq, neg_neg, hk₀]
    ring
  · rintro _ ⟨⟨k, k'⟩, rfl⟩
    have h1 := hmin (Set.mem_range_self k)
    have h2 := hmin (Set.mem_range_self (-k'))
    change _ ≤ upperBand a b d k - lowerBand a b d k'
    rw [lowerBand_eq a b d k', he]
    linarith
  · have hD : a - b ≠ 0 := by
      intro h
      rw [sub_eq_zero.mp h] at hab
      nlinarith [mul_self_nonneg b]
    exact div_pos (mul_pos (mul_pos (by norm_num) (abs_pos.mpr hd))
      (Real.sqrt_pos.mpr (by linarith))) (abs_pos.mpr hD)
```

For $a=4$ and $b=-1$, in any common unit, the indirect gap is $1.6|d|$ and the direct gap is $2|d|$. For $d\neq0$ the two agree exactly when $|a-b|=2p$. Since

$$(|a-b|-2p)(|a-b|+2p)=(a-b)^2+4ab=(a+b)^2$$

and the second factor is positive, this happens exactly when $a+b=0$, that is, when the crossing is not tilted.

The theorem expresses the agreement by saying that $2|d|$ is the least indirect gap. One direction of the proof uses the uniqueness of a least element; both use the product above, called `key`.

```lean
/-- For slopes of opposite sign and nonzero coupling, the smallest indirect gap equals the
smallest direct gap `2|d|` exactly when the slopes are opposite numbers. -/
theorem indirect_eq_direct_iff {a b d : ℝ} (hab : a * b < 0) (hd : d ≠ 0) :
    IsLeast (indirectGaps a b d) (2 * |d|) ↔ a + b = 0 := by
  have h := (insulator_gaps hab hd).2.1
  have hp : 0 < √(-(a * b)) := Real.sqrt_pos.mpr (by linarith)
  have hp2 : √(-(a * b)) ^ 2 = -(a * b) := Real.sq_sqrt (by linarith)
  have hD : 0 < |a - b| := by
    refine abs_pos.mpr fun h0 => ?_
    rw [sub_eq_zero.mp h0] at hab
    nlinarith [mul_self_nonneg b]
  have key : (|a - b| - 2 * √(-(a * b))) * (|a - b| + 2 * √(-(a * b))) = (a + b) ^ 2 := by
    linear_combination sq_abs (a - b) - 4 * hp2
  constructor
  · intro h'
    have e := h.unique h'
    rw [div_eq_iff hD.ne'] at e
    have hz : |d| * (|a - b| - 2 * √(-(a * b))) = 0 := by linear_combination (-1 / 2) * e
    have hz' := (mul_eq_zero.mp hz).resolve_left (abs_pos.mpr hd).ne'
    rw [hz', zero_mul] at key
    exact (pow_eq_zero_iff two_ne_zero).mp key.symm
  · intro hs
    rw [hs, zero_pow two_ne_zero] at key
    have hz := (mul_eq_zero.mp key).resolve_right (by positivity)
    have e : 4 * |d| * √(-(a * b)) / |a - b| = 2 * |d| := by
      rw [div_eq_iff hD.ne']
      linear_combination (-2 * |d|) * hz
    rwa [e] at h
```

## Equal signs leave no gap

Let $ab>0$. Then $(a+b)^2-(a-b)^2=4ab>0$, so $|a-b|<|a+b|$: the common drift is steeper than the growth of the splitting. Fix any energy $\mu$.

To get below $\mu$, take $k=-(a+b)t$ with $t\ge0$. From $S(k)\le|a-b||k|+2|d|$ it follows that

$$E_+(k)\le-\tfrac12|a+b|\bigl(|a+b|-|a-b|\bigr)t+|d|.$$

Choosing $t$ so that $|a+b|(|a+b|-|a-b|)\,t=2(|\mu|+|d|)$ makes the right-hand side $-|\mu|\le\mu$.

To get above $\mu$, take $k=2\mu/(a+b)$, where $E_+(k)=\mu+\tfrac12S(k)\ge\mu$.

The upper band is continuous, so it takes the value $\mu$ somewhere in between. The reversal relation gives the same for the lower band.

`Function.Surjective` says just this: every real energy occurs in the band. No Fermi level avoids either band, although the direct gap is still at least $2|d|$. The slopes may be equal, in which case the bands are the parallel lines $ak\pm|d|$. In the proof, `hS` in the first bullet is the bound on the splitting, and `mem_range_of_exists_le_of_exists_ge` is the intermediate value theorem.

```lean
/-- For slopes of equal sign, each of the two bands takes every real energy, whatever the
coupling. -/
theorem metal_of_same_sign {a b : ℝ} (d : ℝ) (hab : 0 < a * b) :
    Function.Surjective (upperBand a b d) ∧ Function.Surjective (lowerBand a b d) := by
  have hlt : |a - b| < |a + b| := sq_lt_sq.mp (by nlinarith)
  have hpos : 0 < |a + b| := (abs_nonneg _).trans_lt hlt
  have hup : Function.Surjective (upperBand a b d) := by
    intro μ
    have hcont : Continuous (fun k => upperBand a b d k) := by
      unfold upperBand splitting
      fun_prop
    refine mem_range_of_exists_le_of_exists_ge hcont ?_ ?_
    · -- far out on one side the common drift beats the splitting
      have hc : 0 < |a + b| * (|a + b| - |a - b|) := mul_pos hpos (by linarith)
      obtain ⟨t, ht0, ht⟩ : ∃ t : ℝ, 0 ≤ t ∧
          t * (|a + b| * (|a + b| - |a - b|)) = 2 * (|μ| + |d|) :=
        ⟨2 * (|μ| + |d|) / (|a + b| * (|a + b| - |a - b|)),
          div_nonneg (by positivity) hc.le, div_mul_cancel₀ _ hc.ne'⟩
      refine ⟨-(a + b) * t, ?_⟩
      have hS : splitting a b d (-(a + b) * t) ≤ |a - b| * (|a + b| * t) + 2 * |d| := by
        unfold splitting
        refine Real.sqrt_le_iff.mpr ⟨by positivity, ?_⟩
        have e : (a - b) ^ 2 * (-(a + b) * t) ^ 2 + 4 * d ^ 2 =
            (|a - b| * (|a + b| * t)) ^ 2 + (2 * |d|) ^ 2 := by
          simp only [mul_pow, sq_abs]
          ring
        have hx : 0 ≤ |a - b| * (|a + b| * t) * |d| := by positivity
        rw [e]
        nlinarith
      have hsq : (a + b) * (-(a + b) * t) = -(|a + b| ^ 2 * t) := by
        rw [sq_abs]
        ring
      unfold upperBand
      rw [hsq]
      nlinarith [neg_abs_le μ]
    · refine ⟨2 * μ / (a + b), ?_⟩
      have hm : (a + b) * (2 * μ / (a + b)) = 2 * μ :=
        mul_div_cancel₀ (2 * μ) (abs_pos.mp hpos) |> fun _ => by
          have hne : a + b ≠ 0 := abs_pos.mp hpos
          field_simp
      have hS : 0 ≤ splitting a b d (2 * μ / (a + b)) := Real.sqrt_nonneg _
      unfold upperBand
      rw [hm]
      linarith
  refine ⟨hup, fun μ => ?_⟩
  obtain ⟨k, hk⟩ := hup (-μ)
  exact ⟨-k, by rw [lowerBand_eq, neg_neg, hk, neg_neg]⟩

end

end TiltedBandCrossing
```

```lean
#print axioms TiltedBandCrossing.eigenvalue_iff
#print axioms TiltedBandCrossing.upperBand_min
#print axioms TiltedBandCrossing.indirect_eq_direct_iff
#print axioms TiltedBandCrossing.metal_of_same_sign
```

```
'TiltedBandCrossing.eigenvalue_iff' depends on axioms: [propext, Classical.choice, Quot.sound]
'TiltedBandCrossing.upperBand_min' depends on axioms: [propext, Classical.choice, Quot.sound]
'TiltedBandCrossing.indirect_eq_direct_iff' depends on axioms: [propext, Classical.choice, Quot.sound]
'TiltedBandCrossing.metal_of_same_sign' depends on axioms: [propext, Classical.choice, Quot.sound]
```

## From the linear model to a crystal

In the theorems $k$ runs over the whole real line, whereas the bands of a crystal are periodic and linear only near the crossing. To carry a conclusion over, one has to check that the relevant wave numbers, such as $\pm k_0$, lie where the linear form and the constant coupling are good approximations. A positive gap also requires that no other part of the band structure fills it. A flat band, with $ab=0$, belongs to neither of the two cases.
